# Closed form of a quadratic gradient functional for a Slater-type geminal and an exponential target

The theorem `energyRatio_eq` concerns a trial function f(r) = (c/a) exp(−ar) and a target t(r) = exp(−br), neither of them normalised, with a and b positive and c any real number. It takes the integral of r²(f′² − 2f′t′) over r > 0 and divides it by the integral of r²t′², the radial gradient norm of the target. With x = a/b, the quotient is stated to be (c/b)²/x³ − 16(c/b)/(1+x)³. The attempt evaluates both integrals from the second radial moment of an exponential, rewrites the two terms on the right without nested fractions, and leaves the remaining identity to `ring`.

An attempt in Lean 4 with a fault in it:

```lean
import Mathlib

open MeasureTheory Set

namespace EnergyRatioEq

noncomputable section

/-- The Slater-type geminal `(c/a) exp(-a r)` with exponent `a ≠ 0` and amplitude parameter `c`. -/
def geminal (c a r : ℝ) : ℝ := c / a * Real.exp (-(a * r))

/-- The target pair function `exp(-b r)`. -/
def target (b r : ℝ) : ℝ := Real.exp (-(b * r))

/-- The quadratic functional `∫ r² (f'² - 2 f' t') dr` over `r > 0` of a trial function `f`
for the target `t`. -/
def hylleraas (f t : ℝ → ℝ) : ℝ :=
  ∫ r in Ioi (0 : ℝ), r ^ 2 * ((deriv f r) ^ 2 - 2 * deriv f r * deriv t r)

/-- The radial gradient norm `∫ r² t'² dr` over `r > 0`. -/
def gradNorm (t : ℝ → ℝ) : ℝ := ∫ r in Ioi (0 : ℝ), r ^ 2 * (deriv t r) ^ 2

/-- The functional of the geminal in units of the gradient norm of the target,
for exponents `a, b > 0`. -/
def energyRatio (c a b : ℝ) : ℝ :=
  hylleraas (geminal c a) (target b) / gradNorm (target b)

/-- The second radial moment of an exponential: for `k > 0`, the integral of `r² exp(-k r)`
over `r > 0` is `2/k³`. -/
theorem integral_sq_exp {k : ℝ} (hk : 0 < k) :
    ∫ r in Ioi (0 : ℝ), r ^ 2 * Real.exp (-(k * r)) = 2 / k ^ 3 := by
  have h := Real.integral_rpow_mul_exp_neg_mul_Ioi (show (0 : ℝ) < 3 by norm_num) hk
  have hG : Real.Gamma 3 = 2 := by
    rw [show (3 : ℝ) = ((2 : ℕ) : ℝ) + 1 by norm_num, Real.Gamma_nat_eq_factorial]
    norm_num [Nat.factorial]
  have e : ∀ t : ℝ, t ^ ((3 : ℝ) - 1) = t ^ 2 := fun t => by
    rw [show (3 : ℝ) - 1 = ((2 : ℕ) : ℝ) by norm_num, Real.rpow_natCast]
  have e' : (1 / k) ^ (3 : ℝ) = (1 / k) ^ 3 := by
    rw [show (3 : ℝ) = ((3 : ℕ) : ℝ) by norm_num, Real.rpow_natCast]
  simp only [e] at h
  rw [h, hG, e']
  ring

/-- For `k > 0` the function `r² exp(-k r)` is integrable over `r > 0`. -/
theorem integrable_sq_exp {k : ℝ} (hk : 0 < k) :
    IntegrableOn (fun r : ℝ => r ^ 2 * Real.exp (-(k * r))) (Ioi 0) := by
  by_contra h
  -- a non-integrable function would have integral zero
  have h0 := integral_undef h
  rw [integral_sq_exp hk] at h0
  have : 0 < 2 / k ^ 3 := by positivity
  linarith

/-- The slope of the geminal with exponent `a ≠ 0` is `-c exp(-a r)`. -/
theorem hasDerivAt_geminal (c : ℝ) {a : ℝ} (ha : a ≠ 0) (r : ℝ) :
    HasDerivAt (geminal c a) (-c * Real.exp (-(a * r))) r := by
  have h1 : HasDerivAt (fun r : ℝ => -(a * r)) (-(a * 1)) r :=
    ((hasDerivAt_id' r).const_mul a).fun_neg
  have h2 : c / a * a = c := div_mul_cancel₀ c ha
  exact (h1.exp.const_mul (c / a)).congr_deriv (by
    linear_combination (-Real.exp (-(a * r))) * h2)

/-- The slope of the target pair function is `-b exp(-b r)`. -/
theorem hasDerivAt_target (b r : ℝ) :
    HasDerivAt (target b) (-b * Real.exp (-(b * r))) r := by
  have h1 : HasDerivAt (fun r : ℝ => -(b * r)) (-(b * 1)) r :=
    ((hasDerivAt_id' r).const_mul b).fun_neg
  exact h1.exp.congr_deriv (by ring)

/-- For `a, b > 0` and any amplitude parameter `c`, the energy ratio is
`(c/b)²/x³ - 16 (c/b)/(1+x)³` with `x = a/b`. -/
theorem energyRatio_eq (c : ℝ) {a b : ℝ} (ha : 0 < a) (hb : 0 < b) :
    energyRatio c a b = (c / b) ^ 2 / (a / b) ^ 3 - 16 * (c / b) / (1 + a / b) ^ 3 := by
  have hab : 0 < a + b := add_pos ha hb
  have sq : ∀ k r : ℝ, Real.exp (-(2 * k * r)) = Real.exp (-(k * r)) ^ 2 := fun k r => by
    rw [pow_two, ← Real.exp_add]
    congr 1
    ring
  -- the numerator is a combination of two exponential moments
  have hN : hylleraas (geminal c a) (target b)
      = c ^ 2 / (4 * a ^ 3) - 4 * c * b / (a + b) ^ 3 := by
    have e : ∀ r : ℝ, r ^ 2 * ((deriv (geminal c a) r) ^ 2
        - 2 * deriv (geminal c a) r * deriv (target b) r)
        = c ^ 2 * (r ^ 2 * Real.exp (-(2 * a * r)))
          - 2 * c * b * (r ^ 2 * Real.exp (-((a + b) * r))) := fun r => by
      have h2 : Real.exp (-((a + b) * r)) = Real.exp (-(a * r)) * Real.exp (-(b * r)) := by
        rw [← Real.exp_add]
        congr 1
        ring
      rw [(hasDerivAt_geminal c ha.ne' r).deriv, (hasDerivAt_target b r).deriv, sq, h2]
      ring
    have h2a : 0 < 2 * a := by positivity
    simp only [hylleraas, e]
    rw [integral_sub ((integrable_sq_exp h2a).const_mul _) ((integrable_sq_exp hab).const_mul _),
      integral_const_mul, integral_const_mul, integral_sq_exp h2a, integral_sq_exp hab]
    ring
  have hD : gradNorm (target b) = 1 / (4 * b) := by
    have e : ∀ r : ℝ, r ^ 2 * (deriv (target b) r) ^ 2
        = b ^ 2 * (r ^ 2 * Real.exp (-(2 * b * r))) := fun r => by
      rw [(hasDerivAt_target b r).deriv, sq]
      ring
    have h2b : 0 < 2 * b := by positivity
    simp only [gradNorm, e]
    rw [integral_const_mul, integral_sq_exp h2b, mul_div_assoc',
      div_eq_div_iff (by positivity) (by positivity)]
    ring
  -- express the quotient through the ratio of exponents
  have hx : 1 + a / b = (a + b) / b := by
    rw [add_div, div_self hb.ne', add_comm]
  have h1 : (c / b) ^ 2 / (a / b) ^ 3 = c ^ 2 * b / a ^ 3 := by field_simp
  have h2 : 16 * (c / b) / ((a + b) / b) ^ 3 = 16 * c * b ^ 2 / (a + b) ^ 3 := by field_simp
  rw [energyRatio, hN, hD, hx, h1, h2]
  ring

end

end EnergyRatioEq
```

The error:

```
Try this:
  [apply] ring_nf
  
  The `ring` tactic failed to close the goal. Use `ring_nf` to obtain a normal form.
    
  Note that `ring` works primarily in *commutative* rings. If you have a noncommutative ring, abelian group or module, consider using `noncomm_ring`, `abel` or `module` instead.
Main.lean:73:86: error: unsolved goals
c a b : ℝ
ha : 0 < a
hb : 0 < b
hab : 0 < a + b
sq : ∀ (k r : ℝ), Real.exp (-(2 * k * r)) = Real.exp (-(k * r)) ^ 2
hN : hylleraas (geminal c a) (target b) = c ^ 2 / (4 * a ^ 3) - 4 * c * b / (a + b) ^ 3
hD : gradNorm (target b) = 1 / (4 * b)
hx : 1 + a / b = (a + b) / b
h1 : (c / b) ^ 2 / (a / b) ^ 3 = c ^ 2 * b / a ^ 3
h2 : 16 * (c / b) / ((a + b) / b) ^ 3 = 16 * c * b ^ 2 / (a + b) ^ 3
⊢ -(c * b * (a * b ^ 2 * 3 + a ^ 2 * b * 3 + a ^ 3 + b ^ 3)⁻¹ * b⁻¹⁻¹ * 16) + c ^ 2 * a⁻¹ ^ 3 * b⁻¹⁻¹ =
    -(c * b ^ 2 * (a * b ^ 2 * 3 + a ^ 2 * b * 3 + a ^ 3 + b ^ 3)⁻¹ * 16) + c ^ 2 * a⁻¹ ^ 3 * b
```

The error and the "Try this" suggestion report the same failure: the final `ring` could not close the goal, and the goal displayed is what was left after normalisation. Its two sides match term by term, except that the left has `b⁻¹⁻¹` where the right has `b`. The two are equal, but `ring` did not reduce the double inverse here.

The double inverse comes from `hD`, which gives the gradient norm as `1 / (4 * b)`. Once `rw` has put this in the denominator of the energy ratio, the left side is divided by a fraction that itself has `b` in its denominator.

The repair adds `div_div_eq_mul_div`, which rewrites `x / (y / z)` as `x * z / y`. Division by `1 / (4 * b)` thus becomes multiplication by `4 * b` followed by division by `1`, so no double inverse of `b` arises and `ring` can match the two sides. The further rewrite `div_one` only removes the division by `1`, and is mere tidying.

This version goes through:

```diff
@@ -110,5 +110,5 @@
   have h1 : (c / b) ^ 2 / (a / b) ^ 3 = c ^ 2 * b / a ^ 3 := by field_simp
   have h2 : 16 * (c / b) / ((a + b) / b) ^ 3 = 16 * c * b ^ 2 / (a + b) ^ 3 := by field_simp
-  rw [energyRatio, hN, hD, hx, h1, h2]
+  rw [energyRatio, hN, hD, hx, h1, h2, div_div_eq_mul_div, div_one]
   ring
 
```
